# Pendellösung in two-beam Laue diffraction without absorption

## Does the diffracted beam really follow $k^2\sin^2(wt)/w^2$?

I describe a perfect crystal plate in Laue geometry by just two complex amplitudes that depend on the depth $t$: $D$ for the direct beam and $E$ for the diffracted beam. They obey

$$D' = ikE,\qquad E' = ikD + 2isE,$$

with a real coupling $k\neq 0$ and a real deviation $s$ from the Bragg condition. At the entrance face $D(0)=1$ and $E(0)=0$. I know the claim that the intensity then swings between the beams, with $|E|^2 = k^2\sin^2(wt)/w^2$, $w=\sqrt{k^2+s^2}$, and $|D|^2+|E|^2=1$. Can this be derived rigorously from the two equations alone, for every differentiable solution, and checked by machine?

## Yes, for every solution of the two-beam equations

The two equations are the starting point here; they are not derived from Maxwell's equations or from the Schrödinger equation for neutrons. The coupling $k$ is an inverse length, proportional to the Fourier component of the crystal's susceptibility, or of its neutron scattering potential, that links the two beams. This component can be complex, but without absorption its constant phase can be absorbed into $E$, which leaves $k$ real. For X-rays the coupling also depends on the polarisation, so the equations describe one polarisation state at a time. Real $k$ and $s$, with no damping term in either equation, mean no absorption. Constant $k$ and $s$ leave out any lattice distortion that changes the Bragg condition with depth. The amplitudes are normalised so that $|D|^2$ and $|E|^2$ measure the flux through planes parallel to the surface.

### From flux conservation to the intensity

First differentiate the two intensities:

$$\frac{d}{dt}|D|^2 = 2\,\mathrm{Re}(\bar D\, ikE) = -2k\,\mathrm{Im}(\bar D E),$$

$$\frac{d}{dt}|E|^2 = 2\,\mathrm{Re}(\bar E\, ikD) + 2\,\mathrm{Re}(2is|E|^2) = 2k\,\mathrm{Im}(\bar D E).$$

The term with $s$ is purely imaginary before the real part is taken, so it drops out. The sum of the two rates is zero, and $|D|^2+|E|^2$ keeps its entrance value, which is 1 here.

This also gives uniqueness. The equations are linear, so the difference of two solutions with equal entrance amplitudes is again a solution. Its total intensity is zero at $t=0$, hence at every depth, and the two solutions agree.

To find the solution, remove a common phase by writing $D=e^{ist}p$ and $E=e^{ist}q$. Then

$$p' = -isp + ikq,\qquad q' = ikp + isq.$$

Differentiating once more, the cross terms cancel:

$$p'' = -is(-isp+ikq) + ik(ikp+isq) = -(s^2+k^2)p = -w^2p,$$

and likewise $q''=-w^2q$. The entrance values are $p(0)=1$, $q(0)=0$, $p'(0)=-is$ and $q'(0)=ik$. Therefore

$$D = e^{ist}\left(\cos wt - \frac{is}{w}\sin wt\right),\qquad E = e^{ist}\,\frac{ik}{w}\sin wt.$$

The phase has modulus one, so $|E|^2=k^2\sin^2(wt)/w^2$. Since $k\neq0$, $E$ vanishes exactly when $\sin wt=0$, that is, at $t=n\pi/w$ with $n$ an integer. The length $\pi/w$ is the Pendellösung length.

The direct beam behaves differently. If $D(t)=0$, flux conservation gives $|E(t)|^2=1$, so $k^2\sin^2(wt)=k^2+s^2$. The left side is at most $k^2$, which forces $s=0$. Conversely, if $s=0$ then $w^2=k^2$, and at $t=\pi/(2w)$ the diffracted intensity is 1, leaving nothing in the direct beam.

### The Lean file

```lean
import Mathlib

open Complex (I)

namespace LauePendellosung

noncomputable section

/-- The two-beam equations in Laue geometry: direct amplitude `D` and diffracted amplitude `E`
as functions of depth, with coupling `k` and deviation `s` from the Bragg condition. -/
structure LaueBeams (k s : ℝ) (D E : ℝ → ℂ) : Prop where
  direct : ∀ t, HasDerivAt D (I * k * E t) t
  diffracted : ∀ t, HasDerivAt E (I * k * D t + 2 * I * s * E t) t

/-- The wavenumber `w = √(k² + s²)`, built from the coupling `k` and the deviation `s`. -/
def waveNumber (k s : ℝ) : ℝ := √(k ^ 2 + s ^ 2)

/-- The Pendellösung length `π / w`, for `k` and `s` not both zero. -/
def pendellosungLength (k s : ℝ) : ℝ := Real.pi / waveNumber k s

/-- The square of `waveNumber k s` is the sum of the squares of coupling and deviation. -/
theorem waveNumber_sq (k s : ℝ) : waveNumber k s ^ 2 = k ^ 2 + s ^ 2 :=
  Real.sq_sqrt (by positivity)

/-- The total intensity of the two beams is the same at every depth as at the entrance face. -/
theorem flux_conserved {k s : ℝ} {D E : ℝ → ℂ} (h : LaueBeams k s D E) (t : ℝ) :
    ‖D t‖ ^ 2 + ‖E t‖ ^ 2 = ‖D 0‖ ^ 2 + ‖E 0‖ ^ 2 := by
  have hd : ∀ u, HasDerivAt (fun u => ‖D u‖ ^ 2 + ‖E u‖ ^ 2) 0 u := by
    intro u
    refine ((h.direct u).norm_sq.fun_add (h.diffracted u).norm_sq).congr_deriv ?_
    -- the two beams exchange intensity at opposite rates
    simp only [Complex.inner, Complex.mul_re, Complex.mul_im, Complex.add_re, Complex.add_im,
      Complex.conj_re, Complex.conj_im, Complex.I_re, Complex.I_im, Complex.ofReal_re,
      Complex.ofReal_im, Complex.re_ofNat, Complex.im_ofNat]
    ring
  exact is_const_of_deriv_eq_zero (fun u => (hd u).differentiableAt) (fun u => (hd u).deriv) t 0

/-- Two solutions with the same amplitudes at the entrance face agree at every depth. -/
theorem beams_unique {k s : ℝ} {D E D' E' : ℝ → ℂ} (h : LaueBeams k s D E)
    (h' : LaueBeams k s D' E') (hD : D 0 = D' 0) (hE : E 0 = E' 0) (t : ℝ) :
    D t = D' t ∧ E t = E' t := by
  -- the difference is a solution that carries no intensity
  have hdiff : LaueBeams k s (fun u => D u - D' u) (fun u => E u - E' u) :=
    ⟨fun u => ((h.direct u).fun_sub (h'.direct u)).congr_deriv (by ring),
     fun u => ((h.diffracted u).fun_sub (h'.diffracted u)).congr_deriv (by ring)⟩
  have hf := flux_conserved hdiff t
  simp only [hD, hE, sub_self, norm_zero] at hf
  have h1 : ‖D t - D' t‖ ^ 2 = 0 := by
    linarith [sq_nonneg ‖D t - D' t‖, sq_nonneg ‖E t - E' t‖]
  have h2 : ‖E t - E' t‖ ^ 2 = 0 := by linarith
  exact ⟨sub_eq_zero.1 (norm_eq_zero.1 ((pow_eq_zero_iff two_ne_zero).1 h1)),
    sub_eq_zero.1 (norm_eq_zero.1 ((pow_eq_zero_iff two_ne_zero).1 h2))⟩

/-- For any complex `a` and `b`, these trigonometric waves with common phase `exp(ist)` solve
the two-beam equations. -/
theorem closed_form_solves (k s : ℝ) (a b : ℂ) :
    LaueBeams k s
      (fun t => Complex.exp ((s * t : ℝ) * I) *
        ((waveNumber k s * (Real.cos (waveNumber k s * t) : ℂ)
          - I * s * (Real.sin (waveNumber k s * t) : ℂ)) * a
          + I * k * (Real.sin (waveNumber k s * t) : ℂ) * b))
      (fun t => Complex.exp ((s * t : ℝ) * I) *
        (I * k * (Real.sin (waveNumber k s * t) : ℂ) * a
          + (waveNumber k s * (Real.cos (waveNumber k s * t) : ℂ)
          + I * s * (Real.sin (waveNumber k s * t) : ℂ)) * b)) := by
  have hw : (waveNumber k s : ℂ) ^ 2 = (k : ℂ) ^ 2 + (s : ℂ) ^ 2 := by
    exact_mod_cast waveNumber_sq k s
  generalize waveNumber k s = w at hw ⊢
  have hl : ∀ c t : ℝ, HasDerivAt (fun u : ℝ => c * u) c t := fun c t =>
    ((hasDerivAt_id' t).const_mul c).congr_deriv (mul_one c)
  have he := fun t : ℝ => ((hl s t).ofReal_comp.mul_const I).cexp
  have hc := fun t : ℝ => (hl w t).cos.ofReal_comp
  have hs := fun t : ℝ => (hl w t).sin.ofReal_comp
  constructor
  · intro t
    refine ((he t).fun_mul (((((hc t).const_mul (w : ℂ)).fun_sub
      ((hs t).const_mul (I * s))).mul_const a).fun_add
      (((hs t).const_mul (I * k)).mul_const b))).congr_deriv ?_
    simp only [Complex.ofReal_mul, Complex.ofReal_neg]
    linear_combination
      (-Complex.exp (s * t * I) * a * (Real.sin (w * t) : ℂ)) * hw
      + (-Complex.exp (s * t * I) * a * (Real.sin (w * t) : ℂ) * (k ^ 2 + s ^ 2)) * Complex.I_sq
  · intro t
    refine ((he t).fun_mul ((((hs t).const_mul (I * k)).mul_const a).fun_add
      ((((hc t).const_mul (w : ℂ)).fun_add
      ((hs t).const_mul (I * s))).mul_const b))).congr_deriv ?_
    simp only [Complex.ofReal_mul, Complex.ofReal_neg]
    linear_combination
      (-Complex.exp (s * t * I) * b * (Real.sin (w * t) : ℂ)) * hw
      + (-Complex.exp (s * t * I) * b * (Real.sin (w * t) : ℂ) * (k ^ 2 + s ^ 2)) * Complex.I_sq

/-- Both amplitudes at depth `t`, multiplied by `w`, in terms of arbitrary amplitudes at the
entrance face. -/
theorem amplitudes {k s : ℝ} {D E : ℝ → ℂ} (h : LaueBeams k s D E) (t : ℝ) :
    waveNumber k s * D t = Complex.exp ((s * t : ℝ) * I) *
        ((waveNumber k s * (Real.cos (waveNumber k s * t) : ℂ)
          - I * s * (Real.sin (waveNumber k s * t) : ℂ)) * D 0
          + I * k * (Real.sin (waveNumber k s * t) : ℂ) * E 0) ∧
    waveNumber k s * E t = Complex.exp ((s * t : ℝ) * I) *
        (I * k * (Real.sin (waveNumber k s * t) : ℂ) * D 0
          + (waveNumber k s * (Real.cos (waveNumber k s * t) : ℂ)
          + I * s * (Real.sin (waveNumber k s * t) : ℂ)) * E 0) := by
  have hscaled : LaueBeams k s (fun u => waveNumber k s * D u) (fun u => waveNumber k s * E u) :=
    ⟨fun u => ((h.direct u).const_mul (waveNumber k s : ℂ)).congr_deriv (by ring),
     fun u => ((h.diffracted u).const_mul (waveNumber k s : ℂ)).congr_deriv (by ring)⟩
  exact beams_unique hscaled (closed_form_solves k s (D 0) (E 0)) (by simp) (by simp) t

/-- Pendellösung: for nonzero coupling and entrance amplitudes `D 0 = 1` and `E 0 = 0`, the
diffracted intensity is `k² sin²(wt) / w²`, the two intensities add up to one, and the diffracted
beam vanishes exactly at integer multiples of the Pendellösung length. -/
theorem pendellosung {k s : ℝ} {D E : ℝ → ℂ} (hk : k ≠ 0) (h : LaueBeams k s D E)
    (hD : D 0 = 1) (hE : E 0 = 0) (t : ℝ) :
    ‖E t‖ ^ 2 = k ^ 2 * Real.sin (waveNumber k s * t) ^ 2 / waveNumber k s ^ 2 ∧
    ‖D t‖ ^ 2 + ‖E t‖ ^ 2 = 1 ∧
    (E t = 0 ↔ ∃ n : ℤ, t = n * pendellosungLength k s) := by
  have hw : 0 < waveNumber k s := Real.sqrt_pos.2 (by positivity)
  have hamp : (waveNumber k s : ℂ) * E t = Complex.exp ((s * t : ℝ) * I) *
      (I * k * (Real.sin (waveNumber k s * t) : ℂ)) := by
    rw [(amplitudes h t).2, hD, hE]
    ring
  -- the common phase drops out of the intensity
  have hn : waveNumber k s ^ 2 * ‖E t‖ ^ 2
      = k ^ 2 * Real.sin (waveNumber k s * t) ^ 2 := by
    have := congrArg (fun z : ℂ => ‖z‖ ^ 2) hamp
    simpa only [norm_mul, Complex.norm_exp_ofReal_mul_I, Complex.norm_I, Complex.norm_real,
      Real.norm_eq_abs, mul_pow, sq_abs, one_pow, one_mul] using this
  refine ⟨?_, ?_, ?_⟩
  · rw [eq_div_iff (pow_ne_zero 2 hw.ne')]
    linear_combination hn
  · have hf := flux_conserved h t
    rw [hD, hE] at hf
    simpa using hf
  · have hz : E t = 0 ↔ Real.sin (waveNumber k s * t) = 0 := by
      constructor
      · intro h0
        rw [h0, norm_zero] at hn
        have h2 : k ^ 2 * Real.sin (waveNumber k s * t) ^ 2 = 0 := by linarith
        exact (pow_eq_zero_iff two_ne_zero).1
          ((mul_eq_zero.1 h2).resolve_left (pow_ne_zero 2 hk))
      · intro h0
        rw [h0] at hn
        have h2 : waveNumber k s ^ 2 * ‖E t‖ ^ 2 = 0 := by linarith
        exact norm_eq_zero.1 ((pow_eq_zero_iff two_ne_zero).1
          ((mul_eq_zero.1 h2).resolve_left (pow_ne_zero 2 hw.ne')))
    rw [hz, Real.sin_eq_zero_iff]
    refine exists_congr fun n => ?_
    rw [pendellosungLength, ← mul_div_assoc, eq_div_iff hw.ne', mul_comm t, eq_comm]

/-- For nonzero coupling and entrance amplitudes `D 0 = 1` and `E 0 = 0`, the direct beam is
extinguished at some depth if and only if the deviation `s` is zero. -/
theorem complete_transfer_iff {k s : ℝ} {D E : ℝ → ℂ} (hk : k ≠ 0) (h : LaueBeams k s D E)
    (hD : D 0 = 1) (hE : E 0 = 0) : (∃ t, D t = 0) ↔ s = 0 := by
  have hw : 0 < waveNumber k s := Real.sqrt_pos.2 (by positivity)
  constructor
  · rintro ⟨t, ht⟩
    obtain ⟨hi, hf, -⟩ := pendellosung hk h hD hE t
    rw [ht, norm_zero] at hf
    have h1 : ‖E t‖ ^ 2 = 1 := by linarith
    rw [eq_div_iff (pow_ne_zero 2 hw.ne'), h1, one_mul, waveNumber_sq] at hi
    have hb := mul_le_mul_of_nonneg_left (Real.sin_sq_le_one (waveNumber k s * t)) (sq_nonneg k)
    have h2 : s ^ 2 = 0 := le_antisymm (by linarith) (sq_nonneg s)
    exact (pow_eq_zero_iff two_ne_zero).1 h2
  · intro hs
    -- half a Pendellösung length carries everything into the diffracted beam
    refine ⟨Real.pi / 2 / waveNumber k s, ?_⟩
    obtain ⟨hi, hf, -⟩ := pendellosung hk h hD hE (Real.pi / 2 / waveNumber k s)
    have hq : waveNumber k s ^ 2 = k ^ 2 := by
      rw [waveNumber_sq, hs]
      ring
    rw [mul_div_cancel₀ _ hw.ne', Real.sin_pi_div_two, hq, one_pow, mul_one,
      div_self (pow_ne_zero 2 hk)] at hi
    have h2 : ‖D (Real.pi / 2 / waveNumber k s)‖ ^ 2 = 0 := by linarith
    exact norm_eq_zero.1 ((pow_eq_zero_iff two_ne_zero).1 h2)

/-- At zero deviation the amplitudes `cos(kt)` and `i sin(kt)` solve the two-beam equations with
unit direct and zero diffracted amplitude at the entrance face. -/
theorem laueBeams_witness (k : ℝ) :
    LaueBeams k 0 (fun t => (Real.cos (k * t) : ℂ)) (fun t => I * (Real.sin (k * t) : ℂ)) ∧
    (Real.cos (k * 0) : ℂ) = 1 ∧ I * (Real.sin (k * 0) : ℂ) = 0 := by
  have hl : ∀ t : ℝ, HasDerivAt (fun u : ℝ => k * u) k t := fun t =>
    ((hasDerivAt_id' t).const_mul k).congr_deriv (mul_one k)
  refine ⟨⟨fun t => (hl t).cos.ofReal_comp.congr_deriv ?_,
    fun t => ((hl t).sin.ofReal_comp.const_mul I).congr_deriv ?_⟩, by simp, by simp⟩
  · simp only [Complex.ofReal_mul, Complex.ofReal_neg]
    linear_combination (-(k : ℂ) * (Real.sin (k * t) : ℂ)) * Complex.I_sq
  · simp only [Complex.ofReal_mul, Complex.ofReal_zero]
    ring

end

end LauePendellosung
```

```lean
#print axioms LauePendellosung.pendellosung
#print axioms LauePendellosung.complete_transfer_iff
```

```
'LauePendellosung.pendellosung' depends on axioms: [propext, Classical.choice, Quot.sound]
'LauePendellosung.complete_transfer_iff' depends on axioms: [propext, Classical.choice, Quot.sound]
```

### How the Lean statements describe the crystal

`LaueBeams k s D E` says that the functions `D E : ℝ → ℂ` satisfy the two equations. `HasDerivAt` at every `t` contains both differentiability and the value of the derivative. The parameters `k s : ℝ` are real by type; together with the absence of a damping term in either equation, this excludes absorption. The term `2 * I * s * E t` fixes the convention for the deviation: with this factor of two, `waveNumber k s` is $\sqrt{k^2+s^2}$.

The theorem `pendellosung` assumes `hk : k ≠ 0`, the equations, and the entrance conditions `D 0 = 1` and `E 0 = 0`. For each `t` it concludes three things: the formula for the diffracted intensity, the sum rule, and the equivalence between `E t = 0` and `t` being an integer multiple of `pendellosungLength k s`. The theorem `complete_transfer_iff` says, under the same assumptions, that the direct beam is extinguished at some depth if and only if `s = 0`.

The variable `t` runs over the whole real line, whereas a plate occupies only $0\le t\le T$ for some thickness $T$. A zero of $D$ or $E$ occurs in a given plate only if its depth lies in that interval, and for an incident plane wave the two beams leave the plate with the intensities at $t=T$. An incident beam with a spread of angles contains a range of $s$, and a detector that collects a whole outgoing beam then records an average over $s$. Bragg geometry, additional beams, absorption and depth-dependent coefficients are not covered.

The same equations describe a two-level quantum system with constant coupling and detuning and no decay, if depth is read as time; $|E|^2$ is then the Rabi transition probability.

### How the proof follows the calculation

`flux_conserved` is the first step above, for arbitrary entrance amplitudes. It differentiates the squared norms, expands them into real and imaginary parts, and lets `ring` find the cancellation. A function with zero derivative everywhere is constant. `beams_unique` applies this to the difference of two solutions, called `hdiff`, and concludes from two non-negative squares with sum zero that both vanish.

`closed_form_solves` verifies the trigonometric solution instead of deriving it through second derivatives. After `generalize`, all that is kept about $w$ is $w^2=k^2+s^2$. The product rule supplies the derivatives, and `linear_combination` closes each equation with that identity and $i^2=-1$.

`amplitudes` treats general entrance values. It works with $wD$ and $wE$, which also solve the equations, and so avoids division: at $t=0$ the closed form with `a = D 0` and `b = E 0` equals $wD(0)$ and $wE(0)$, and uniqueness does the rest. If $k=s=0$, both sides of its identities are zero and they carry no information.

In `pendellosung`, `hamp` inserts the entrance conditions, and `hn` takes squared moduli to get $w^2|E|^2=k^2\sin^2(wt)$. Dividing by $w^2>0$ gives the first part, and `flux_conserved` gives the second. For the third, `hz` reduces $E=0$ to $\sin wt=0$, using $k\neq0$ in one direction and $w\neq0$ in the other; `Real.sin_eq_zero_iff` then supplies the integer. `complete_transfer_iff` follows the argument for the direct beam given above, with the bound $\sin^2\le1$ in one direction and the depth $\pi/(2w)$ in the other.

### Zero coupling, exact Bragg incidence and weak coupling

Without $k\neq0$, the statement about the zeros of $E$ is false. Take $k=0$ and $s=1$, with $D=1$ and $E=0$ at every depth. The equations and entrance conditions hold, and $\pi/w=\pi$. Yet $E(\pi/2)=0$, although $\pi/2$ is not an integer multiple of $\pi$. An uncoupled diffracted beam is never excited, so its zeros mark no length.

At exact Bragg incidence, $s=0$, the solution is $D=\cos kt$ and $E=i\sin kt$. `laueBeams_witness` confirms that this pair satisfies the equations and the entrance conditions. The Pendellösung length is then $\pi/|k|$, and the transfer is complete at half that depth.

For weak coupling at fixed $t$ and fixed $s\neq0$, the formula gives $|E|^2/k^2\to\sin^2(st)/s^2$ as $k\to0$. This is the kinematical thickness fringe, whose period is set by the deviation alone.
